# Spherical Bessel solutions of the free radial Dirac equations at real momentum, for every nonzero integer k

A radial Dirac solver can be checked by switching the potential off, starting the integration at some radius with known values of the upper and lower functions, and comparing the output further out with a closed form. The same closed form enters relativistic scattering from a short-range central potential, where the numerical solution is matched to free waves at a radius beyond which the potential is negligible. Where the ratio of the lower to the upper function is used, both its sign and its size matter.

Take $\hbar=c=1$, let $E$ be the energy including the rest energy, $m$ the mass, and $p>0$ the momentum, with $p^2=E^2-m^2$. The closed form is built from spherical Bessel functions $j_l$, $l=0,1,2,\dots$

In Lean 4 with Mathlib:

```lean
import Mathlib

open Filter Topology

namespace FreeDiracRadial

noncomputable section
```

## The functions and the equations

The $j_l$ are generated on $x>0$ by

$$j_0=\frac{\sin x}{x},\qquad j_{l+1}=\frac{l\,j_l}{x}-j_l'.$$

In the code this is literally a recursion on functions. Mathlib's `deriv` returns zero where a function is not differentiable, so the recursion has its intended meaning only once differentiability is proved.

```lean
/-- The spherical Bessel functions on `x > 0`, generated from `sin x / x` by
`j_(l+1) = l j_l / x - j_l'`. -/
def sphBessel : ℕ → ℝ → ℝ
  | 0 => fun x => Real.sin x / x
  | l + 1 => fun x => (l : ℝ) * sphBessel l x / x - deriv (sphBessel l) x
```

With the angular part separated off, the upper function $P$ and the lower function $Q$ (each $r$ times a radial amplitude) obey

$$P'=-\frac{k}{r}P+(E+m)Q,\qquad Q'=\frac{k}{r}Q-(E-m)P.$$

The number $k$ is the relativistic angular quantum number, a nonzero integer in the physics and a real parameter in the definition. `IsFreeRadialPair E m k P Q` says that both equations hold at every $r>0$. Because it uses `HasDerivAt`, it also says that $P$ and $Q$ are differentiable there. The separation of angles is taken as given, and nothing is required at $r=0$. The sign of $Q$ is a matter of convention: some texts and codes use $-Q$ as the lower function, which reverses the signs of the terms with $E+m$ and $E-m$ and of the ratio $Q/P$. This has to be checked before comparing with a code.

```lean
/-- The radial Dirac equations of a free particle of energy `E` and mass `m`, with angular
quantum number `k`, for the upper function `P` and the lower function `Q` at all `r > 0`. -/
def IsFreeRadialPair (E m k : ℝ) (P Q : ℝ → ℝ) : Prop :=
  ∀ r, 0 < r → HasDerivAt P (-k * P r / r + (E + m) * Q r) r ∧
    HasDerivAt Q (k * Q r / r - (E - m) * P r) r
```

The two clauses of the recursion are recorded as equations.

```lean
lemma sphBessel_zero (x : ℝ) : sphBessel 0 x = Real.sin x / x := rfl

lemma sphBessel_succ (l : ℕ) (x : ℝ) :
    sphBessel (l + 1) x = (l : ℝ) * sphBessel l x / x - deriv (sphBessel l) x := rfl
```

## Derivatives of the spherical Bessel functions

The quotient rule gives $j_0'=(x\cos x-\sin x)/x^2$.

```lean
lemma hasDerivAt_sphBessel_zero {x : ℝ} (hx : 0 < x) :
    HasDerivAt (sphBessel 0) ((Real.cos x * x - Real.sin x * 1) / x ^ 2) x :=
  (Real.hasDerivAt_sin x).fun_div (hasDerivAt_id' x) hx.ne'
```

At $l=0$ the first term of the recursion vanishes, so

$$j_1=-j_0'=\frac{\sin x}{x^2}-\frac{\cos x}{x}.$$

```lean
/-- The function `j_1` equals `sin x / x² - cos x / x` for `x > 0`. -/
theorem sphBessel_one {x : ℝ} (hx : 0 < x) :
    sphBessel 1 x = Real.sin x / x ^ 2 - Real.cos x / x := by
  have h : sphBessel 1 x = ((0 : ℕ) : ℝ) * sphBessel 0 x / x - deriv (sphBessel 0) x := rfl
  have hc : Real.cos x / x = Real.cos x * x / x ^ 2 := by field_simp
  rw [h, (hasDerivAt_sphBessel_zero hx).deriv, hc, Nat.cast_zero]
  ring
```

The main step is the formula

$$j_{l+1}'=j_l-\frac{l+2}{x}\,j_{l+1},$$

proved by induction together with the differentiability of $j_l$. For $l=0$, differentiating $j_1$ gives

$$j_1'=\frac{\sin x}{x}+\frac{2\cos x}{x^2}-\frac{2\sin x}{x^3}=j_0-\frac{2}{x}j_1.$$

Now assume the formula for $l$. Putting it into the definition of $j_{l+2}$ gives

$$j_{l+2}=\frac{l+1}{x}j_{l+1}-j_{l+1}'=\frac{2l+3}{x}j_{l+1}-j_l .$$

Differentiate this, using $j_l'=l j_l/x-j_{l+1}$ and the assumed formula for $j_{l+1}'$:

$$\begin{aligned}
j_{l+2}'&=(2l+3)\left(\frac{j_{l+1}'}{x}-\frac{j_{l+1}}{x^2}\right)-j_l'\\
&=j_{l+1}+\frac{l+3}{x}j_l-\frac{(l+3)(2l+3)}{x^2}j_{l+1}\\
&=j_{l+1}-\frac{l+3}{x}j_{l+2}.
\end{aligned}$$

This is the formula for $l+1$. In the proof, `hrec` is the recurrence and `hA` the derivative of $j_l$. Differentiating the recurrence at $x$ requires it on a whole neighbourhood of $x$; this is why the induction statement covers all positive $x$, and `filter_upwards` supplies the neighbourhood. The closing `field_simp` and `ring` do the algebra above.

```lean
/-- Each `j_l` is differentiable on `x > 0`, and `j_(l+1)' = j_l - (l+2) j_(l+1) / x`. -/
theorem sphBessel_raise (l : ℕ) : ∀ x : ℝ, 0 < x → DifferentiableAt ℝ (sphBessel l) x ∧
    HasDerivAt (sphBessel (l + 1))
      (sphBessel l x - ((l : ℝ) + 2) * sphBessel (l + 1) x / x) x := by
  induction l with
  | zero =>
    intro x hx
    have hx' : x ≠ 0 := hx.ne'
    refine ⟨(hasDerivAt_sphBessel_zero hx).differentiableAt, ?_⟩
    have hone : ∀ y : ℝ, 0 < y →
        sphBessel (0 + 1) y = Real.sin y / y ^ 2 - Real.cos y / y :=
      fun y hy => sphBessel_one hy
    have hsq : HasDerivAt (fun y : ℝ => y ^ 2) (2 * x) x := by
      simpa using hasDerivAt_pow 2 x
    have h := ((Real.hasDerivAt_sin x).fun_div hsq (pow_ne_zero 2 hx')).fun_sub
      ((Real.hasDerivAt_cos x).fun_div (hasDerivAt_id' x) hx')
    refine (h.congr_of_eventuallyEq ?_).congr_deriv ?_
    · filter_upwards [Ioi_mem_nhds hx] with y hy using hone y hy
    · rw [hone x hx, sphBessel_zero, Nat.cast_zero]
      field_simp
      ring
  | succ l ih =>
    intro x hx
    have hx' : x ≠ 0 := hx.ne'
    obtain ⟨hd, hB⟩ := ih x hx
    refine ⟨hB.differentiableAt, ?_⟩
    -- the definition and the previous step give a three-term recurrence
    have hrec : ∀ y : ℝ, 0 < y → sphBessel (l + 1 + 1) y =
        (2 * (l : ℝ) + 3) * sphBessel (l + 1) y / y - sphBessel l y := by
      intro y hy
      rw [sphBessel_succ (l + 1) y, (ih y hy).2.deriv]
      push_cast
      ring
    have hA : HasDerivAt (sphBessel l)
        ((l : ℝ) * sphBessel l x / x - sphBessel (l + 1) x) x :=
      hd.hasDerivAt.congr_deriv (by rw [sphBessel_succ l x]; ring)
    -- differentiate the recurrence
    have h := ((hB.const_mul (2 * (l : ℝ) + 3)).fun_div (hasDerivAt_id' x) hx').fun_sub hA
    refine (h.congr_of_eventuallyEq ?_).congr_deriv ?_
    · filter_upwards [Ioi_mem_nhds hx] with y hy using hrec y hy
    · rw [hrec x hx]
      push_cast
      field_simp
      ring
```

With differentiability established, the definition can be solved for the derivative: $j_l'=l j_l/x-j_{l+1}$.

```lean
/-- For `x > 0` the derivative of `j_l` is `l j_l / x - j_(l+1)`. -/
theorem sphBessel_lower (l : ℕ) {x : ℝ} (hx : 0 < x) :
    HasDerivAt (sphBessel l) ((l : ℝ) * sphBessel l x / x - sphBessel (l + 1) x) x :=
  (sphBessel_raise l x hx).1.hasDerivAt.congr_deriv (by rw [sphBessel_succ l x]; ring)
```

The recurrence used inside the induction now holds for every $l$:

$$j_{l+2}=\frac{2l+3}{x}j_{l+1}-j_l.$$

Codes often generate the functions this way. In floating-point arithmetic the upward direction loses accuracy once $l$ is well above $x$, and downward recurrence is then preferable.

```lean
/-- Three neighbouring functions obey `j_(l+2) = (2l+3) j_(l+1) / x - j_l` for `x > 0`. -/
theorem sphBessel_three_term (l : ℕ) {x : ℝ} (hx : 0 < x) :
    sphBessel (l + 1 + 1) x =
      (2 * (l : ℝ) + 3) * sphBessel (l + 1) x / x - sphBessel l x := by
  rw [sphBessel_succ (l + 1) x, (sphBessel_raise l x hx).2.deriv]
  push_cast
  ring
```

## The second-order equation and common zeros

Differentiate $j_l'=l j_l/x-j_{l+1}$ once more, insert the formula for $j_{l+1}'$, and eliminate $j_{l+1}=l j_l/x-j_l'$:

$$\begin{aligned}
j_l''&=\frac{l}{x}j_l'-\frac{l}{x^2}j_l-j_l+\frac{l+2}{x}\left(\frac{l}{x}j_l-j_l'\right)\\
&=-\frac{2}{x}j_l'-\left(1-\frac{l(l+1)}{x^2}\right)j_l .
\end{aligned}$$

This is the spherical Bessel equation, so the recursively defined functions satisfy the expected second-order equation.

```lean
/-- The spherical Bessel equation `j_l'' = -(2/x) j_l' - (1 - l(l+1)/x²) j_l` for `x > 0`. -/
theorem sphBessel_equation (l : ℕ) {x : ℝ} (hx : 0 < x) :
    HasDerivAt (deriv (sphBessel l)) (-(2 / x) * deriv (sphBessel l) x
      - (1 - (l : ℝ) * (l + 1) / x ^ 2) * sphBessel l x) x := by
  have hx' : x ≠ 0 := hx.ne'
  have h := (((sphBessel_lower l hx).const_mul (l : ℝ)).fun_div
    (hasDerivAt_id' x) hx').fun_sub (sphBessel_raise l x hx).2
  refine (h.congr_of_eventuallyEq ?_).congr_deriv ?_
  · filter_upwards [Ioi_mem_nhds hx] with y hy using (sphBessel_lower l hy).deriv
  · rw [(sphBessel_lower l hx).deriv]
    field_simp
    ring
```

Neighbouring functions never vanish together at a positive $x$. If $j_{l+1}=j_{l+2}=0$ there, the recurrence gives $j_l=0$, and the common zero descends to $j_0=j_1=0$. That would mean $\sin x=\cos x=0$, against $\sin^2x+\cos^2x=1$.

```lean
/-- Neighbouring functions `j_l` and `j_(l+1)` have no common zero on `x > 0`. -/
theorem sphBessel_no_common_zero (l : ℕ) {x : ℝ} (hx : 0 < x) :
    ¬ (sphBessel l x = 0 ∧ sphBessel (l + 1) x = 0) := by
  induction l with
  | zero =>
    rintro ⟨h0, h1⟩
    have h1' : Real.sin x / x ^ 2 - Real.cos x / x = 0 := (sphBessel_one hx).symm.trans h1
    have hs : Real.sin x = 0 := (div_eq_zero_iff.mp h0).resolve_right hx.ne'
    rw [hs, zero_div, zero_sub, neg_eq_zero] at h1'
    have hc : Real.cos x = 0 := (div_eq_zero_iff.mp h1').resolve_right hx.ne'
    have h := Real.sin_sq_add_cos_sq x
    rw [hs, hc] at h
    norm_num at h
  | succ l ih =>
    rintro ⟨h1, h2⟩
    have h := sphBessel_three_term l hx
    rw [h1, h2, mul_zero, zero_div] at h
    exact ih ⟨by linarith, h1⟩
```

## Both signs of k

The Bessel functions enter at $x=pr$, so the chain rule contributes a factor $p$:

$$\frac{d}{dr}f(pr)=p\,f'(pr).$$

```lean
lemma hasDerivAt_scaled {f : ℝ → ℝ} {d p r : ℝ} (h : HasDerivAt f d (p * r)) :
    HasDerivAt (fun s => f (p * s)) (d * p) r := by
  have hl : HasDerivAt (fun s : ℝ => p * s) p r := by
    simpa using (hasDerivAt_id' r).const_mul p
  exact HasDerivAt.comp r h hl
```

The lower function is divided by $E+m$. This is nonzero, since $E+m=0$ would give $p^2=(E-m)(E+m)=0$. The same factorisation yields $E-m=p^2/(E+m)$. Energies $E<-m$ are therefore included when $m>0$, while the threshold $p=0$ and the range $|E|<m$ are not.

```lean
lemma energy_add_mass_ne_zero {E m p : ℝ} (hp : 0 < p) (hE : p ^ 2 = E ^ 2 - m ^ 2) :
    E + m ≠ 0 := by
  intro h
  have h0 : p ^ 2 = 0 := by linear_combination hE + (E - m) * h
  exact (pow_pos hp 2).ne' h0
```

For $k=-(l+1)$ take

$$P=r\,j_l(pr),\qquad Q=-\frac{p\,r\,j_{l+1}(pr)}{E+m}.$$

With all Bessel functions evaluated at $pr$,

$$P'=j_l+pr\left(\frac{l\,j_l}{pr}-j_{l+1}\right)=(l+1)j_l-pr\,j_{l+1}=-\frac{k}{r}P+(E+m)Q,$$

$$Q'=-\frac{p}{E+m}\bigl(pr\,j_l-(l+1)j_{l+1}\bigr)=\frac{k}{r}Q-(E-m)P.$$

In the proof, `hA` and `hB` are the two Bessel derivatives after the chain rule, and `hEm` is the rewritten $E-m$.

```lean
/-- Free spherical waves with `k = -(l+1)`: the pair `P = r j_l(pr)`,
`Q = -p r j_(l+1)(pr) / (E+m)` solves the radial Dirac equations for every `l`. -/
theorem free_wave_neg (l : ℕ) {E m p : ℝ} (hp : 0 < p) (hE : p ^ 2 = E ^ 2 - m ^ 2) :
    IsFreeRadialPair E m (-((l : ℝ) + 1)) (fun r => r * sphBessel l (p * r))
      (fun r => -p * r * sphBessel (l + 1) (p * r) / (E + m)) := by
  intro r hr
  have hp' : p ≠ 0 := hp.ne'
  have hr' : r ≠ 0 := hr.ne'
  have hs := energy_add_mass_ne_zero hp hE
  have hEm : E - m = p ^ 2 / (E + m) := by
    rw [eq_div_iff hs]
    linear_combination -hE
  have hA := hasDerivAt_scaled (sphBessel_lower l (mul_pos hp hr))
  have hB := hasDerivAt_scaled (sphBessel_raise l (p * r) (mul_pos hp hr)).2
  refine ⟨((hasDerivAt_id' r).fun_mul hA).congr_deriv ?_,
    ((((hasDerivAt_id' r).const_mul (-p)).fun_mul hB).div_const (E + m)).congr_deriv ?_⟩
  · field_simp
    ring
  · rw [hEm]
    field_simp
    ring
```

For $k=l+1$ the two orders change places and the sign of $Q$ changes. The orbital quantum number of the upper component is then $l+1=k$, not $l$:

$$P=r\,j_{l+1}(pr),\qquad Q=\frac{p\,r\,j_l(pr)}{E+m}.$$

The same derivatives give

$$P'=-(l+1)j_{l+1}+pr\,j_l=-\frac{k}{r}P+(E+m)Q,$$

$$Q'=\frac{p}{E+m}\bigl((l+1)j_l-pr\,j_{l+1}\bigr)=\frac{k}{r}Q-(E-m)P.$$

As $l$ runs over $0,1,2,\dots$, the two families cover every nonzero integer $k$.

```lean
/-- Free spherical waves with `k = l+1`: the pair `P = r j_(l+1)(pr)`,
`Q = p r j_l(pr) / (E+m)` solves the radial Dirac equations for every `l`. -/
theorem free_wave_pos (l : ℕ) {E m p : ℝ} (hp : 0 < p) (hE : p ^ 2 = E ^ 2 - m ^ 2) :
    IsFreeRadialPair E m ((l : ℝ) + 1) (fun r => r * sphBessel (l + 1) (p * r))
      (fun r => p * r * sphBessel l (p * r) / (E + m)) := by
  intro r hr
  have hp' : p ≠ 0 := hp.ne'
  have hr' : r ≠ 0 := hr.ne'
  have hs := energy_add_mass_ne_zero hp hE
  have hEm : E - m = p ^ 2 / (E + m) := by
    rw [eq_div_iff hs]
    linear_combination -hE
  have hA := hasDerivAt_scaled (sphBessel_lower l (mul_pos hp hr))
  have hB := hasDerivAt_scaled (sphBessel_raise l (p * r) (mul_pos hp hr)).2
  refine ⟨((hasDerivAt_id' r).fun_mul hB).congr_deriv ?_,
    ((((hasDerivAt_id' r).const_mul p).fun_mul hA).div_const (E + m)).congr_deriv ?_⟩
  · field_simp
    ring
  · rw [hEm]
    field_simp
    ring

end

end FreeDiracRadial
```

## Ratios at a matching radius

The overall normalisation is arbitrary and drops out of the ratio of the two functions, which makes the ratio convenient for matching. At a radius $R>0$ with $j_l(pR)\neq0$, the wave with $k=-(l+1)$ has

$$\frac{Q(R)}{P(R)}=-\frac{p}{E+m}\,\frac{j_{l+1}(pR)}{j_l(pR)}.$$

Where $j_l(pR)=0$, the inverse ratio $P/Q$ is available, since $j_{l+1}(pR)$ is then nonzero. Extracting a phase shift by matching at $R$ also takes a second, independent free solution, for instance the one built from spherical Neumann functions, which is not constructed here.

```lean
#print axioms FreeDiracRadial.sphBessel_equation
-- 'FreeDiracRadial.sphBessel_equation' depends on axioms: [propext, Classical.choice, Quot.sound]
#print axioms FreeDiracRadial.sphBessel_no_common_zero
-- 'FreeDiracRadial.sphBessel_no_common_zero' depends on axioms: [propext, Classical.choice, Quot.sound]
#print axioms FreeDiracRadial.free_wave_neg
-- 'FreeDiracRadial.free_wave_neg' depends on axioms: [propext, Classical.choice, Quot.sound]
#print axioms FreeDiracRadial.free_wave_pos
-- 'FreeDiracRadial.free_wave_pos' depends on axioms: [propext, Classical.choice, Quot.sound]
```
